# Bounds on the rise of the minimum energy when Hartree components are added

When Fourier components of the density are added to a Hartree sum with nonnegative weights, the constrained minimum energy rises by at least the added Hartree energy at the new minimizer and at most that at the old one. The rest of the energy functional and the constraint set stay fixed, and both minimizers are assumed to exist. For an ultrasoft plane-wave calculation in which only the Hartree sum feels the density cutoff, the old orbitals give an upper bound on the energy change when one finite cutoff is raised to another.

Let \(\psi\) be a state, \(n_G(\psi)\) its complex density components, \(w_G\) real weights and \(h\) a real functional. For a finite set \(K\) of labels,
\[
H_K(\psi)=\sum_{G\in K} w_G|n_G(\psi)|^2,\qquad E_K(\psi)=h(\psi)+H_K(\psi).
\]
In Lean these are `hartree` and `energy`. States and labels form arbitrary types `X` and `L`. `IsMinimizer E C ψ` says that \(\psi\) lies in the constraint set \(C\) and has the lowest energy there; it need not be unique.

```lean
import Mathlib

open Finset

namespace UltrasoftDensityCutoff

noncomputable section

variable {X L : Type*}

/-- The Hartree energy of the state `ψ` carried by the density components `n ψ G` with `G` in
the finite set `K`, with weights `w G`. -/
def hartree (w : L → ℝ) (n : X → L → ℂ) (K : Finset L) (ψ : X) : ℝ :=
  ∑ G ∈ K, w G * ‖n ψ G‖ ^ 2

/-- The total energy: a real functional `h` plus the Hartree energy on the set `K`. -/
def energy (h : X → ℝ) (w : L → ℝ) (n : X → L → ℂ) (K : Finset L) (ψ : X) : ℝ :=
  h ψ + hartree w n K ψ

/-- The state `ψ` satisfies the constraint `C` and has the lowest energy among all states
that do. -/
def IsMinimizer (E : X → ℝ) (C : Set X) (ψ : X) : Prop :=
  ψ ∈ C ∧ ∀ φ ∈ C, E ψ ≤ E φ
```

For \(K\subseteq K'\), write \(A=H_{K'\setminus K}\) for the added Hartree energy.

## (a) Separating the added terms

Show that, for every state,
\[
E_{K'}(\psi)=E_K(\psi)+A(\psi).
\]

**Solution.** Since \(K'\) is the disjoint union of \(K\) and \(K'\setminus K\), we have \(H_{K'}=H_K+A\). Add \(h(\psi)\). In Lean, `Finset.sum_sdiff` splits the sum.

```lean
/-- Enlarging the set of density components from `K` to `K'` adds to the energy of a fixed state
the Hartree terms of the new components. -/
theorem energy_split [DecidableEq L] (h : X → ℝ) (w : L → ℝ) (n : X → L → ℂ)
    {K K' : Finset L} (hK : K ⊆ K') (ψ : X) :
    energy h w n K' ψ = energy h w n K ψ + hartree w n (K' \ K) ψ := by
  have hs := Finset.sum_sdiff (f := fun G => w G * ‖n ψ G‖ ^ 2) hK
  unfold energy hartree
  linarith
```

## (b) Zero Hartree energy

For \(w_G\ge0\), show that
\[
H_K(\psi)=0\iff n_G(\psi)=0\text{ for all }G\in K\text{ with }w_G>0.
\]

**Solution.** A sum of nonnegative terms vanishes exactly when each term does. The term \(w_G|n_G|^2\) vanishes exactly when \(w_G=0\) or \(n_G=0\). The Lean proof makes the same case distinction for each \(G\).

```lean
/-- For nonnegative weights, the Hartree energy on `K` vanishes exactly when every density
component in `K` with positive weight vanishes. -/
theorem hartree_eq_zero_iff {w : L → ℝ} (hw : ∀ G, 0 ≤ w G) (n : X → L → ℂ)
    (K : Finset L) (ψ : X) :
    hartree w n K ψ = 0 ↔ ∀ G ∈ K, 0 < w G → n ψ G = 0 := by
  unfold hartree
  rw [Finset.sum_eq_zero_iff_of_nonneg (fun G _ => mul_nonneg (hw G) (sq_nonneg _))]
  constructor
  · intro H G hG hp
    rcases mul_eq_zero.mp (H G hG) with h | h
    · exact absurd h hp.ne'
    · exact norm_eq_zero.mp ((pow_eq_zero_iff two_ne_zero).mp h)
  · intro H G hG
    rcases (hw G).eq_or_lt with h | h
    · rw [← h, zero_mul]
    · simp [H G hG h]
```

## (c) Exchanging the minimizers

Let \(\psi\) minimize \(E_K\) and \(\psi'\) minimize \(E_{K'}\) on the same \(C\), with \(w_G\ge0\). Show that
\[
0\le A(\psi')\le E_{K'}(\psi')-E_K(\psi)\le A(\psi).
\]

**Solution.** The first inequality holds term by term. Using each minimizer as a trial state for the other problem gives
\[
E_K(\psi)\le E_K(\psi')=E_{K'}(\psi')-A(\psi'),
\]
\[
E_{K'}(\psi')\le E_{K'}(\psi)=E_K(\psi)+A(\psi).
\]
Rearrange. The trial-state inequalities are `h1` and `h2`, the splittings `s1` and `s2`; `linarith` combines them.

```lean
/-- For nonnegative weights and `K ⊆ K'`, the minimum energy rises by an amount between the added
Hartree energy at the `K'` minimizer, which is nonnegative, and that at the `K` minimizer. -/
theorem minimum_rise_bounds [DecidableEq L] {h : X → ℝ} {w : L → ℝ} {n : X → L → ℂ}
    {C : Set X} {K K' : Finset L} {ψ ψ' : X} (hw : ∀ G, 0 ≤ w G) (hK : K ⊆ K')
    (hψ : IsMinimizer (energy h w n K) C ψ) (hψ' : IsMinimizer (energy h w n K') C ψ') :
    0 ≤ hartree w n (K' \ K) ψ' ∧
    hartree w n (K' \ K) ψ' ≤ energy h w n K' ψ' - energy h w n K ψ ∧
    energy h w n K' ψ' - energy h w n K ψ ≤ hartree w n (K' \ K) ψ := by
  -- each minimizer serves as a trial state for the other problem
  have h1 := hψ.2 ψ' hψ'.1
  have h2 := hψ'.2 ψ hψ.1
  have s1 := energy_split h w n hK ψ
  have s2 := energy_split h w n hK ψ'
  refine ⟨Finset.sum_nonneg fun G _ => mul_nonneg (hw G) (sq_nonneg _), ?_, ?_⟩ <;> linarith
```

## (d) An unchanged minimum

Under the same assumptions, show that \(E_{K'}(\psi')=E_K(\psi)\) exactly when
\[
\psi'\text{ minimizes }E_K\text{ on }C\text{ and }n_G(\psi')=0\text{ for }G\in K'\setminus K,\ w_G>0.
\]

**Solution.** If the minima agree, (c) gives \(A(\psi')=0\), so (b) gives the vanishing components. By (a), \(E_K(\psi')=E_{K'}(\psi')=E_K(\psi)\), so \(\psi'\) minimizes \(E_K\). Conversely, two minimizers of \(E_K\) have equal energy, and \(A(\psi')=0\) gives \(E_{K'}(\psi')=E_K(\psi')=E_K(\psi)\). Lean first rewrites the condition on components with (b), then treats the two directions.

```lean
/-- For nonnegative weights and `K ⊆ K'`, the minimum is unchanged exactly when the `K'` minimizer
also minimizes the `K` energy and its added density components of positive weight vanish. -/
theorem minimum_unchanged_iff [DecidableEq L] {h : X → ℝ} {w : L → ℝ} {n : X → L → ℂ}
    {C : Set X} {K K' : Finset L} {ψ ψ' : X} (hw : ∀ G, 0 ≤ w G) (hK : K ⊆ K')
    (hψ : IsMinimizer (energy h w n K) C ψ) (hψ' : IsMinimizer (energy h w n K') C ψ') :
    energy h w n K' ψ' = energy h w n K ψ ↔
      IsMinimizer (energy h w n K) C ψ' ∧ ∀ G ∈ K' \ K, 0 < w G → n ψ' G = 0 := by
  rw [← hartree_eq_zero_iff hw]
  obtain ⟨h0, h1, _⟩ := minimum_rise_bounds hw hK hψ hψ'
  have s := energy_split h w n hK ψ'
  constructor
  · intro he
    refine ⟨⟨hψ'.1, fun φ hφ => ?_⟩, by linarith⟩
    have := hψ.2 φ hφ
    linarith
  · rintro ⟨hm, hz⟩
    have a := hm.2 ψ hψ.1
    have b := hψ.2 ψ' hψ'.1
    linarith
```

## (e) A density cutoff with ultrasoft orbitals

The states are now finite families of singly occupied orbitals of one spin, expanded in a finite set `B` of plane waves at one k-point. For doubly occupied orbitals the density is doubled, and (c) applies in the same way. `usDensity` adds augmentation charges \(Q_{ac}(G)\), one for each pair of projectors \(\beta_a,\beta_c\), to the smooth density, and `usOrthonormal` builds the overlap from \(Q_{ac}(0)\), so the constraint does not depend on \(K\). The components are integrals over the cell, which fixes the Coulomb weight \(2\pi/(\Omega|G|^2)\) in atomic units; the \(G=0\) term is omitted. Physically, \(\Omega\) is the cell volume belonging to the reciprocal basis `b`; the theorem needs only \(\Omega>0\).

```lean
/-- The squared length of the reciprocal lattice vector with integer coordinates `G` in the
basis given by the rows of `b`. -/
def gsq (b : Matrix (Fin 3) (Fin 3) ℝ) (G : Fin 3 → ℤ) : ℝ :=
  ∑ i, (∑ j, (G j : ℝ) * b j i) ^ 2

/-- The Coulomb weight `2π / (Ω |G|²)` in atomic units, for cell volume `Ω > 0` and linearly
independent rows of `b`; the term `G = 0` is left out. -/
def coulombWeight (b : Matrix (Fin 3) (Fin 3) ℝ) (Ω : ℝ) (G : Fin 3 → ℤ) : ℝ :=
  if G = 0 then 0 else 2 * Real.pi / (Ω * gsq b G)

variable {N P : Type*} [Fintype N] [DecidableEq N] [Fintype P] {B : Finset (Fin 3 → ℤ)}

/-- The overlap of the projector `β a` with an orbital, both expanded in the plane waves `B`. -/
def proj (β : P → B → ℂ) (φ : B → ℂ) (a : P) : ℂ := ∑ k, star (β a k) * φ k

/-- The ultrasoft density component at `G` of singly occupied orbitals: the smooth plane-wave
part plus the augmentation charges `Q`. -/
def usDensity (Q : P → P → (Fin 3 → ℤ) → ℂ) (β : P → B → ℂ) (ψ : N → B → ℂ)
    (G : Fin 3 → ℤ) : ℂ :=
  ∑ i, ((∑ k : B, ∑ k' : B, if k'.1 = k.1 + G then star (ψ i k) * ψ i k' else 0) +
    ∑ a, ∑ c, Q a c G * star (proj β (ψ i) a) * proj β (ψ i) c)

/-- The sets of orbitals that are orthonormal in the ultrasoft overlap, whose augmentation part
is given by the integrated charges `Q a c 0`. -/
def usOrthonormal (Q : P → P → (Fin 3 → ℤ) → ℂ) (β : P → B → ℂ) : Set (N → B → ℂ) :=
  {ψ | ∀ i j, (∑ k, star (ψ i k) * ψ j k) +
    ∑ a, ∑ c, Q a c 0 * star (proj β (ψ i) a) * proj β (ψ j) c = if i = j then 1 else 0}
```

Let \(\psi\) and \(\psi'\) minimize \(E_K\) and \(E_{K'}\) over the orbitals in `usOrthonormal`, with \(K\subseteq K'\), and suppose that every added vector has \(|G|^2\ge g>0\). Show that
\[
A(\psi')\le E_{K'}(\psi')-E_K(\psi)\le\frac{2\pi}{\Omega g}\sum_{G\in K'\setminus K}|n_G(\psi)|^2.
\]

**Solution.** The weights are nonnegative, so (c) applies. Each added weight satisfies \(2\pi/(\Omega|G|^2)\le2\pi/(\Omega g)\); multiply by \(|n_G(\psi)|^2\) and sum. `Finset.sum_le_sum` performs this comparison. Here `h` is an arbitrary functional independent of \(K\). In plane-wave codes the density cutoff usually also truncates the local pseudopotential energy and sets the exchange-correlation grid; the bounds do not cover these changes.

```lean
/-- In an ultrasoft calculation with cell volume `Ω > 0` in which only the Hartree sum depends on
the density cutoff, let all added density vectors have squared length at least `g > 0`. The minimum
rises by at least the added Hartree energy at the new minimizer and at most `2π / (Ω g)` times the
sum of the squared moduli of the added density components at the old one. -/
theorem ultrasoft_cutoff_bound {h : (N → B → ℂ) → ℝ} {Q : P → P → (Fin 3 → ℤ) → ℂ}
    {β : P → B → ℂ} {b : Matrix (Fin 3) (Fin 3) ℝ} {Ω g : ℝ} (hΩ : 0 < Ω) (hg : 0 < g)
    {K K' : Finset (Fin 3 → ℤ)} (hK : K ⊆ K') (hcut : ∀ G ∈ K' \ K, g ≤ gsq b G)
    {ψ ψ' : N → B → ℂ}
    (hψ : IsMinimizer (energy h (coulombWeight b Ω) (usDensity Q β) K) (usOrthonormal Q β) ψ)
    (hψ' : IsMinimizer (energy h (coulombWeight b Ω) (usDensity Q β) K')
      (usOrthonormal Q β) ψ') :
    hartree (coulombWeight b Ω) (usDensity Q β) (K' \ K) ψ' ≤
      energy h (coulombWeight b Ω) (usDensity Q β) K' ψ' -
        energy h (coulombWeight b Ω) (usDensity Q β) K ψ ∧
    energy h (coulombWeight b Ω) (usDensity Q β) K' ψ' -
        energy h (coulombWeight b Ω) (usDensity Q β) K ψ ≤
      2 * Real.pi / (Ω * g) * ∑ G ∈ K' \ K, ‖usDensity Q β ψ G‖ ^ 2 := by
  have hw : ∀ G, 0 ≤ coulombWeight b Ω G := by
    intro G
    unfold coulombWeight gsq
    split_ifs
    · exact le_rfl
    · positivity
  obtain ⟨_, h1, h2⟩ := minimum_rise_bounds hw hK hψ hψ'
  refine ⟨h1, h2.trans ?_⟩
  -- beyond the cutoff every Coulomb weight is at most its value at the cutoff
  unfold hartree
  rw [Finset.mul_sum]
  refine Finset.sum_le_sum fun G hG => mul_le_mul_of_nonneg_right ?_ (sq_nonneg _)
  unfold coulombWeight
  split_ifs
  · positivity
  · exact div_le_div_of_nonneg_left (by positivity) (by positivity)
      (mul_le_mul_of_nonneg_left (hcut G hG) hΩ.le)
```

## (f) Strict bounds in a one-parameter model

Take \(h(x)=(x-1)^2\) for real \(x\), with one density component \(x\) of weight 1.

```lean
/-- A model with one real parameter `x`, one density component equal to `x` with unit weight,
and remaining energy `(x - 1)²`. -/
def modelEnergy (K : Finset Unit) : ℝ → ℝ :=
  energy (fun x => (x - 1) ^ 2) (fun _ => 1) (fun x _ => (x : ℂ)) K

/-- The Hartree energy of the one-parameter model. -/
def modelHartree (K : Finset Unit) : ℝ → ℝ :=
  hartree (fun _ => 1) (fun x _ => (x : ℂ)) K
```

With \(K=\varnothing\) and \(K'\) containing the single label, show that \(1\) minimizes \(E_\varnothing\), that \(1/2\) minimizes \(E_{K'}\), and that
\[
A(1/2)<E_{K'}(1/2)-E_\varnothing(1)<A(1).
\]

**Solution.** \(E_\varnothing=(x-1)^2\) has minimum \(0\) at \(1\). Completing the square,
\[
E_{K'}=(x-1)^2+x^2=2\left(x-\tfrac12\right)^2+\tfrac12
\]
has minimum \(1/2\) at \(1/2\). Since \(A(x)=x^2\), the claim reads \(1/4<1/2<1\). Lean obtains the minima from the squares with `nlinarith` and the numbers with `norm_num`.

```lean
/-- In the one-parameter model `1` minimizes the energy without the density component and `1/2`
minimizes it with that component, and the rise of the minimum lies strictly between the two added
Hartree energies. -/
theorem minimum_rise_bounds_witness :
    IsMinimizer (modelEnergy ∅) Set.univ 1 ∧
    IsMinimizer (modelEnergy {()}) Set.univ (1 / 2) ∧
    modelHartree {()} (1 / 2) < modelEnergy {()} (1 / 2) - modelEnergy ∅ 1 ∧
    modelEnergy {()} (1 / 2) - modelEnergy ∅ 1 < modelHartree {()} 1 := by
  have e0 : ∀ x, modelEnergy ∅ x = (x - 1) ^ 2 := by
    intro x
    simp [modelEnergy, energy, hartree]
  have hH : ∀ x, modelHartree {()} x = x ^ 2 := by
    intro x
    simp [modelHartree, hartree]
  have e1 : ∀ x, modelEnergy {()} x = (x - 1) ^ 2 + x ^ 2 := by
    intro x
    simp [modelEnergy, energy, hartree]
  refine ⟨⟨Set.mem_univ _, fun x _ => ?_⟩, ⟨Set.mem_univ _, fun x _ => ?_⟩, ?_, ?_⟩
  · rw [e0, e0]
    nlinarith [sq_nonneg (x - 1)]
  · rw [e1, e1]
    nlinarith [sq_nonneg (x - 1 / 2)]
  · rw [hH, e1, e0]
    norm_num
  · rw [hH, e1, e0]
    norm_num

end

end UltrasoftDensityCutoff
```

```lean
#print axioms UltrasoftDensityCutoff.minimum_rise_bounds
-- 'UltrasoftDensityCutoff.minimum_rise_bounds' depends on axioms: [propext, Classical.choice, Quot.sound]
#print axioms UltrasoftDensityCutoff.minimum_unchanged_iff
-- 'UltrasoftDensityCutoff.minimum_unchanged_iff' depends on axioms: [propext, Classical.choice, Quot.sound]
#print axioms UltrasoftDensityCutoff.ultrasoft_cutoff_bound
-- 'UltrasoftDensityCutoff.ultrasoft_cutoff_bound' depends on axioms: [propext, Classical.choice, Quot.sound]
```
